# Ultrasoft total energy on a finite grid: the double-counting term takes the augmented density

After diagonalization, a plane-wave or grid code can assemble the total energy from the band energies: it sums the occupied eigenvalues, subtracts the energy of the electron density in the local effective potential, and adds the Hartree, exchange-correlation, local ionic and ion–ion energies. With ultrasoft pseudopotentials there are two candidate densities for the subtraction, the smooth one and the augmented one. For solutions of the generalized eigenvalue equation $H\psi=\varepsilon S\psi$ on a finite grid, normalized with the overlap operator $S$, the augmented density gives the total energy, and the error made with the smooth one has a closed form.

## Orbitals, charges and operators

The finite types `G`, `ι` and `κ` label grid points $r$, projectors $i,j$ and orbitals $n$.

```lean
import Mathlib

open Matrix

namespace UltrasoftTotalEnergy

noncomputable section

variable {G ι κ : Type*} [Fintype G] [Fintype ι] [Fintype κ]
```

The inner product is $\langle\varphi,\psi\rangle=\sum_r\varphi(r)^*\psi(r)$. Grid weights are absorbed into the orbitals, so densities count electrons per point. Expectation values are real parts by definition.

```lean
/-- The real part of the expectation value `⟨ψ, A ψ⟩` on the grid. -/
def expect (A : Matrix G G ℂ) (ψ : G → ℂ) : ℝ := (star ψ ⬝ᵥ A *ᵥ ψ).re
```

The projector $\beta_i$ is column $i$ of $B$. With real occupations $f_n$,
$$\rho_{ij}=\sum_n f_n\langle\psi_n,\beta_i\rangle\langle\beta_j,\psi_n\rangle .$$

```lean
/-- The projector occupancies `ρ_ij = ∑ f_n ⟨ψ_n, β_i⟩⟨β_j, ψ_n⟩`, where `β_i` is column `i`
of `B`. -/
def occupancy (B : Matrix G ι ℂ) (f : κ → ℝ) (ψ : κ → G → ℂ) : Matrix ι ι ℂ :=
  Matrix.of fun i j => ∑ n, (f n : ℂ) * (star ((Bᴴ *ᵥ ψ n) i) * (Bᴴ *ᵥ ψ n) j)
```

The smooth density is $n_{\rm sm}(r)=\sum_n f_n|\psi_n(r)|^2$.

```lean
/-- The smooth density `∑ f_n |ψ_n(r)|²`. -/
def smoothDensity (f : κ → ℝ) (ψ : κ → G → ℂ) (r : G) : ℝ :=
  ∑ n, f n * Complex.normSq (ψ n r)
```

The augmentation functions $Q_{ij}(r)$ restore the charge missing from the smooth orbitals:
$$n_{\rm aug}(r)=n_{\rm sm}(r)+\mathrm{Re}\sum_{ij}\rho_{ij}Q_{ij}(r).$$

```lean
/-- The augmented density: the smooth density plus the real part of `∑ ρ_ij Q_ij(r)`. -/
def density (B : Matrix G ι ℂ) (Q : G → Matrix ι ι ℂ) (f : κ → ℝ) (ψ : κ → G → ℂ)
    (r : G) : ℝ :=
  smoothDensity f ψ r + (∑ i, ∑ j, occupancy B f ψ i j * Q r i j).re
```

A local potential $V$ acts on this extra charge through the screened coefficients $D_{ij}=\sum_r V(r)Q_{ij}(r)$. The bare coefficients of the nonlocal pseudopotential, which are often included in $D_{ij}$, are kept apart here and belong to $H_0$ below.

```lean
/-- The screened coefficients `D_ij = ∑_r V(r) Q_ij(r)`. -/
def screened (V : G → ℝ) (Q : G → Matrix ι ι ℂ) : Matrix ι ι ℂ :=
  Matrix.of fun i j => ∑ r, (V r : ℂ) * Q r i j
```

The total energy is $E=\sum_n f_n\langle\psi_n,H_0\psi_n\rangle+F(n_{\rm aug})$. Here $H_0$ stands for the kinetic energy and the bare nonlocal pseudopotential, and $F$ for the Hartree, exchange-correlation and local ionic energies, together with the ion–ion energy, which is a constant at fixed ionic positions. In the code `F` is any real function of the density.

```lean
/-- The total energy `∑ f_n ⟨ψ_n, H0 ψ_n⟩ + F(n)` with `n` the augmented density. -/
def energy (H0 : Matrix G G ℂ) (F : (G → ℝ) → ℝ) (B : Matrix G ι ℂ)
    (Q : G → Matrix ι ι ℂ) (f : κ → ℝ) (ψ : κ → G → ℂ) : ℝ :=
  ∑ n, f n * expect H0 (ψ n) + F (density B Q f ψ)
```

The full potential operator is $P_V=V+BDB^\dagger$.

```lean
variable [DecidableEq G]

/-- The local potential together with its nonlocal part `∑ β_i D_ij β_j*`. -/
def potential (V : G → ℝ) (B : Matrix G ι ℂ) (Q : G → Matrix ι ι ℂ) : Matrix G G ℂ :=
  Matrix.diagonal (fun r => (V r : ℂ)) + B * screened V Q * Bᴴ
```

The Hamiltonian is $H=H_0+P_V$.

```lean
/-- The ultrasoft Hamiltonian `H0 + V + ∑ β_i D_ij β_j*`. -/
def hamiltonian (H0 : Matrix G G ℂ) (V : G → ℝ) (B : Matrix G ι ℂ)
    (Q : G → Matrix ι ι ℂ) : Matrix G G ℂ := H0 + potential V B Q
```

The overlap operator is $S=1+B\big(\sum_r Q(r)\big)B^\dagger$.

```lean
/-- The overlap operator `S = 1 + ∑ β_i q_ij β_j*` with `q_ij = ∑_r Q_ij(r)`. -/
def overlap (B : Matrix G ι ℂ) (Q : G → Matrix ι ι ℂ) : Matrix G G ℂ :=
  1 + B * (∑ r, Q r) * Bᴴ
```

## The potential energy of the augmented density

If $C$ is Hermitian, then $\rho_{ij}^*=\rho_{ji}$ and $C_{ij}^*=C_{ji}$. Conjugating $\sum_{ij}\rho_{ij}C_{ij}$ therefore only exchanges the summation labels, and the sum is real. For Hermitian $Q(r)$, the real part in $n_{\rm aug}$ discards nothing.

```lean
omit [DecidableEq G] in
/-- For a Hermitian matrix `C`, such as `Q(r)`, the contraction `∑ ρ_ij C_ij` is real. -/
theorem augmentation_real (B : Matrix G ι ℂ) (f : κ → ℝ) (ψ : κ → G → ℂ)
    {C : Matrix ι ι ℂ} (hC : C.IsHermitian) :
    (∑ i, ∑ j, occupancy B f ψ i j * C i j).im = 0 := by
  have hρ : ∀ i j, star (occupancy B f ψ i j) = occupancy B f ψ j i := by
    intro i j
    simp only [occupancy, Matrix.of_apply, star_sum, star_mul', star_star]
    refine Finset.sum_congr rfl fun n _ => ?_
    rw [Complex.star_def, Complex.conj_ofReal]
    ring
  have h : star (∑ i, ∑ j, occupancy B f ψ i j * C i j)
      = ∑ i, ∑ j, occupancy B f ψ i j * C i j := by
    simp only [star_sum, star_mul', hρ, hC.apply]
    exact Finset.sum_comm
  exact Complex.conj_eq_iff_im.1 h
```

Exchanging finite sums gives the energy of the augmentation charge:
$$\sum_r V(n_{\rm aug}-n_{\rm sm})=\mathrm{Re}\sum_r V(r)\sum_{ij}\rho_{ij}Q_{ij}(r)=\mathrm{Re}\sum_{ij}\rho_{ij}D_{ij}.$$
The proof turns on `Finset.sum_comm`, which swaps two adjacent finite sums. The grid sum has to pass two projector sums, so the lemma is used twice: first to move $r$ past $i$, then, inside the $i$ sum opened by `Finset.sum_congr`, to move it past $j$. What remains is a reordering of factors, done by `ring`.

```lean
omit [DecidableEq G] in
/-- The potential energy of the augmentation charge is the real part of `∑ ρ_ij D_ij`. -/
theorem augmentation_energy (V : G → ℝ) (B : Matrix G ι ℂ) (Q : G → Matrix ι ι ℂ)
    (f : κ → ℝ) (ψ : κ → G → ℂ) :
    ∑ r, V r * density B Q f ψ r - ∑ r, V r * smoothDensity f ψ r
      = (∑ i, ∑ j, occupancy B f ψ i j * screened V Q i j).re := by
  have h : ∑ i, ∑ j, occupancy B f ψ i j * screened V Q i j
      = ∑ r, (V r : ℂ) * ∑ i, ∑ j, occupancy B f ψ i j * Q r i j := by
    simp only [screened, Matrix.of_apply, Finset.mul_sum]
    symm
    exact Finset.sum_comm.trans (Finset.sum_congr rfl fun i _ =>
      Finset.sum_comm.trans (Finset.sum_congr rfl fun j _ =>
        Finset.sum_congr rfl fun r _ => by ring))
  rw [h, Complex.re_sum]
  simp only [Complex.re_ofReal_mul, density, mul_add, Finset.sum_add_distrib]
  ring
```

Now put $b_n=B^\dagger\psi_n$. Then
$$\langle\psi_n,P_V\psi_n\rangle=\sum_r V(r)|\psi_n(r)|^2+\sum_{ij}b_{n,i}^*D_{ij}b_{n,j}.$$
Weighting by $f_n$, summing and taking real parts gives $\sum_r Vn_{\rm sm}+\mathrm{Re}\sum_{ij}\rho_{ij}D_{ij}$, which equals $\sum_r Vn_{\rm aug}$ by the previous step. In the proof, `hloc` is the local part and `hnl` the nonlocal part.

```lean
/-- The occupied expectation values of the full potential operator add up to
`∑_r V(r) n(r)` with the augmented density. -/
theorem potential_energy (V : G → ℝ) (B : Matrix G ι ℂ) (Q : G → Matrix ι ι ℂ)
    (f : κ → ℝ) (ψ : κ → G → ℂ) :
    ∑ n, f n * expect (potential V B Q) (ψ n) = ∑ r, V r * density B Q f ψ r := by
  -- the local part sees the smooth density
  have hloc : ∑ n, f n * expect (Matrix.diagonal fun r => (V r : ℂ)) (ψ n)
      = ∑ r, V r * smoothDensity f ψ r := by
    have h : ∀ φ : G → ℂ, expect (Matrix.diagonal fun r => (V r : ℂ)) φ
        = ∑ r, V r * Complex.normSq (φ r) := by
      intro φ
      simp only [expect, dotProduct, Matrix.mulVec_diagonal, Pi.star_apply, Complex.re_sum]
      refine Finset.sum_congr rfl fun r _ => ?_
      simp [Complex.mul_re, Complex.normSq_apply]
      ring
    simp only [h, smoothDensity, Finset.mul_sum]
    exact Finset.sum_comm.trans (Finset.sum_congr rfl fun r _ =>
      Finset.sum_congr rfl fun n _ => by ring)
  -- the nonlocal part is the contraction of occupancies with screened coefficients
  have hq : ∀ φ : G → ℂ, star φ ⬝ᵥ (B * screened V Q * Bᴴ) *ᵥ φ
      = ∑ i, ∑ j, star ((Bᴴ *ᵥ φ) i) * (Bᴴ *ᵥ φ) j * screened V Q i j := by
    intro φ
    have hb : star φ ᵥ* B = star (Bᴴ *ᵥ φ) := by
      rw [Matrix.star_mulVec, Matrix.conjTranspose_conjTranspose]
    rw [← Matrix.mulVec_mulVec, ← Matrix.mulVec_mulVec, Matrix.dotProduct_mulVec, hb]
    generalize Bᴴ *ᵥ φ = b
    simp only [dotProduct, Matrix.mulVec, Finset.mul_sum, Pi.star_apply]
    exact Finset.sum_congr rfl fun i _ => Finset.sum_congr rfl fun j _ => by ring
  have hnl : ∑ n, f n * expect (B * screened V Q * Bᴴ) (ψ n)
      = (∑ i, ∑ j, occupancy B f ψ i j * screened V Q i j).re := by
    have h : ∑ n, (f n : ℂ) * (star (ψ n) ⬝ᵥ (B * screened V Q * Bᴴ) *ᵥ ψ n)
        = ∑ i, ∑ j, occupancy B f ψ i j * screened V Q i j := by
      simp only [hq, occupancy, Matrix.of_apply, Finset.sum_mul, Finset.mul_sum]
      exact Finset.sum_comm.trans (Finset.sum_congr rfl fun i _ =>
        Finset.sum_comm.trans (Finset.sum_congr rfl fun j _ =>
          Finset.sum_congr rfl fun n _ => by ring))
    rw [← h, Complex.re_sum]
    simp only [expect, Complex.re_ofReal_mul]
  have hsplit : ∀ n, expect (potential V B Q) (ψ n)
      = expect (Matrix.diagonal fun r => (V r : ℂ)) (ψ n)
        + expect (B * screened V Q * Bᴴ) (ψ n) := fun n => by
    simp only [expect, potential, Matrix.add_mulVec, dotProduct_add, Complex.add_re]
  simp only [hsplit, mul_add, Finset.sum_add_distrib]
  linarith [augmentation_energy V B Q f ψ]
```

For $V=1$ the coefficients become $D=\sum_r Q(r)$, so $P_1=S$. If $\langle\psi_n,S\psi_n\rangle=1$, the same identity fixes the electron number: $\sum_r n_{\rm aug}(r)=\sum_n f_n$.

```lean
/-- For S-normalized orbitals the augmented density sums to the total occupation. -/
theorem electron_number (B : Matrix G ι ℂ) (Q : G → Matrix ι ι ℂ) (f : κ → ℝ)
    (ψ : κ → G → ℂ) (hS : ∀ n, expect (overlap B Q) (ψ n) = 1) :
    ∑ r, density B Q f ψ r = ∑ n, f n := by
  -- the overlap is the potential operator of the constant potential 1
  have hq : screened (fun _ => 1) Q = ∑ r, Q r := by
    ext i j
    simp [screened, Matrix.sum_apply]
  have ho : potential (fun _ => 1) B Q = overlap B Q := by
    simp [potential, overlap, hq]
  have h := potential_energy (fun _ => 1) B Q f ψ
  simp only [ho, hS, mul_one, one_mul] at h
  exact h.symm
```

## From eigenvalues to the total energy

Let $H\psi_n=\varepsilon_nS\psi_n$ with real $\varepsilon_n$ (`hH`) and $\langle\psi_n,S\psi_n\rangle=1$ (`hS`). Taking the expectation value,
$$\varepsilon_n=\langle\psi_n,H_0\psi_n\rangle+\langle\psi_n,P_V\psi_n\rangle,$$
with real parts understood. Weighting by $f_n$ and summing,
$$E=\sum_n f_n\varepsilon_n-\sum_r V(r)n_{\rm aug}(r)+F(n_{\rm aug}).$$
Neither self-consistency nor mutual orthogonality of the orbitals is required. On this finite grid the formula therefore holds at any iteration, provided that $n_{\rm aug}$ is built from the orbitals that $V$ produced. In a plane-wave code with fewer plane waves than grid points, the eigenvalue equation holds only after projection onto the basis, so `hH` is in general not satisfied on the full grid. The orbitals lie in the basis, however, so the expectation value taken above is unchanged, and the formula still follows.

```lean
/-- For S-normalized solutions of `H ψ_n = ε_n S ψ_n` the total energy is
`∑ f_n ε_n - ∑_r V(r) n(r) + F(n)` with the augmented density `n`. -/
theorem total_energy (H0 : Matrix G G ℂ) (F : (G → ℝ) → ℝ) (V : G → ℝ)
    (B : Matrix G ι ℂ) (Q : G → Matrix ι ι ℂ) (f ε : κ → ℝ) (ψ : κ → G → ℂ)
    (hH : ∀ n, hamiltonian H0 V B Q *ᵥ ψ n = (ε n : ℂ) • (overlap B Q *ᵥ ψ n))
    (hS : ∀ n, expect (overlap B Q) (ψ n) = 1) :
    energy H0 F B Q f ψ
      = ∑ n, f n * ε n - ∑ r, V r * density B Q f ψ r + F (density B Q f ψ) := by
  have h : ∀ n, ε n = expect H0 (ψ n) + expect (potential V B Q) (ψ n) := by
    intro n
    have h1 : expect (hamiltonian H0 V B Q) (ψ n) = ε n * expect (overlap B Q) (ψ n) := by
      simp only [expect, hH n, dotProduct_smul, smul_eq_mul, Complex.re_ofReal_mul]
    rw [hS n, mul_one] at h1
    rw [← h1]
    simp only [expect, hamiltonian, Matrix.add_mulVec, dotProduct_add, Complex.add_re]
  simp only [energy, h, mul_add, Finset.sum_add_distrib, potential_energy]
  ring
```

The normalization must be the one with $S$. Take one grid point, $\beta=1$, $Q=3$, $V=0$, $F=0$, $H_0=4$ and $f=1$. Then $S=4$ and $\varepsilon=1$. The orbital $\psi=1$ has ordinary norm one, but $E=4$, while the formula returns $1$.

With the smooth density in the subtraction, the result minus $E$ is $\sum_r V(n_{\rm aug}-n_{\rm sm})=\mathrm{Re}\sum_{ij}\rho_{ij}D_{ij}$. This is a signed overshoot: a negative value means that the energy comes out too low.

```lean
/-- For S-normalized solutions of `H ψ_n = ε_n S ψ_n`, using the smooth density in the subtracted
term `∑_r V(r) n(r)`, and the augmented one in `F`, gives the total energy plus the real part of `∑
ρ_ij D_ij`. -/
theorem smooth_double_counting (H0 : Matrix G G ℂ) (F : (G → ℝ) → ℝ) (V : G → ℝ)
    (B : Matrix G ι ℂ) (Q : G → Matrix ι ι ℂ) (f ε : κ → ℝ) (ψ : κ → G → ℂ)
    (hH : ∀ n, hamiltonian H0 V B Q *ᵥ ψ n = (ε n : ℂ) • (overlap B Q *ᵥ ψ n))
    (hS : ∀ n, expect (overlap B Q) (ψ n) = 1) :
    (∑ n, f n * ε n - ∑ r, V r * smoothDensity f ψ r + F (density B Q f ψ))
        - energy H0 F B Q f ψ
      = (∑ i, ∑ j, occupancy B f ψ i j * screened V Q i j).re := by
  rw [total_energy H0 F V B Q f ε ψ hH hS, ← augmentation_energy]
  ring
```

## Why the coefficients are screened

For Hermitian $A$ and real $t$, the cross terms are complex conjugates of each other, so
$$\langle\psi+t\delta,A(\psi+t\delta)\rangle=\langle\psi,A\psi\rangle+2t\,\mathrm{Re}\langle\delta,A\psi\rangle+t^2\langle\delta,A\delta\rangle.$$
The derivative at $t=0$ is $2\,\mathrm{Re}\langle\delta,A\psi\rangle$.

```lean
omit [DecidableEq G] in
/-- The first variation of the expectation value of a Hermitian `A` along `δ` is
`2 Re ⟨δ, A ψ⟩`. -/
theorem expect_hasDerivAt {A : Matrix G G ℂ} (hA : A.IsHermitian) (ψ δ : G → ℂ) :
    HasDerivAt (fun t : ℝ => expect A (ψ + (t : ℂ) • δ))
      (2 * (star δ ⬝ᵥ A *ᵥ ψ).re) 0 := by
  have hx : (star ψ ⬝ᵥ A *ᵥ δ).re = (star δ ⬝ᵥ A *ᵥ ψ).re := by
    rw [Matrix.star_dotProduct ψ (A *ᵥ δ), Matrix.star_mulVec, hA.eq,
      ← Matrix.dotProduct_mulVec, Complex.star_def, Complex.conj_re]
  have he : (fun t : ℝ => expect A (ψ + (t : ℂ) • δ)) = fun t : ℝ =>
      expect A ψ + t * (2 * (star δ ⬝ᵥ A *ᵥ ψ).re) + t ^ 2 * expect A δ := by
    funext t
    simp only [expect, star_add, star_smul, Matrix.mulVec_add, Matrix.mulVec_smul,
      add_dotProduct, dotProduct_add, smul_dotProduct, dotProduct_smul, smul_eq_mul,
      Complex.star_def, Complex.conj_ofReal, Complex.add_re, Complex.re_ofReal_mul]
    rw [hx]
    ring
  rw [he]
  exact ((((hasDerivAt_id' (0 : ℝ)).mul_const _).const_add _).fun_add
    ((hasDerivAt_pow 2 (0 : ℝ)).mul_const _)).congr_deriv (by simp)
```

Suppose that $H_0$ and every $Q(r)$ are Hermitian, and that $V$ is the derivative of $F$ at $n_{\rm aug}$ (`hF`, `hV`). Vary the orbitals by $t\delta_n$ at fixed occupations. The chain rule gives $\dot F=\sum_r V\dot n_{\rm aug}$, where the dot is the derivative at $t=0$. With $V$ held fixed, $\sum_r Vn_{\rm aug}=\sum_n f_n\langle\psi_n,P_V\psi_n\rangle$ along the whole path, so
$$\dot F=2\sum_n f_n\,\mathrm{Re}\langle\delta_n,P_V\psi_n\rangle,\qquad \dot E=2\sum_n f_n\,\mathrm{Re}\langle\delta_n,H\psi_n\rangle.$$
The $D_{ij}$ in $H$ are thus the response of $F$ to the augmentation charge. In Lean, a unit potential at $r$ picks out $n_{\rm aug}(r)$ and shows that it is differentiable, and `h1.unique h2` equates the two derivatives of the potential energy. The variation is unconstrained; the eigenvalue equation used earlier is assumed, not derived from it.

```lean
/-- Let `H0` and every `Q(r)` be Hermitian. If `V` is the derivative of `F` at the augmented
density, the first variation of the total energy is `2 ∑ f_n Re ⟨δ_n, H ψ_n⟩` with the screened
Hamiltonian `H`. -/
theorem energy_hasDerivAt {H0 : Matrix G G ℂ} (hH0 : H0.IsHermitian)
    (F : (G → ℝ) → ℝ) (V : G → ℝ) (B : Matrix G ι ℂ) {Q : G → Matrix ι ι ℂ}
    (hQ : ∀ r, (Q r).IsHermitian) (f : κ → ℝ) (ψ δ : κ → G → ℂ)
    (F' : (G → ℝ) →L[ℝ] ℝ) (hF : HasFDerivAt F F' (density B Q f ψ))
    (hV : ∀ x, F' x = ∑ r, V r * x r) :
    HasDerivAt (fun t : ℝ => energy H0 F B Q f (fun n => ψ n + (t : ℂ) • δ n))
      (∑ n, f n * (2 * (star (δ n) ⬝ᵥ hamiltonian H0 V B Q *ᵥ ψ n).re)) 0 := by
  have hP : ∀ W : G → ℝ, (potential W B Q).IsHermitian := by
    intro W
    have hD : (screened W Q).IsHermitian := by
      refine Matrix.IsHermitian.ext fun i j => ?_
      simp only [screened, Matrix.of_apply, star_sum]
      refine Finset.sum_congr rfl fun r _ => ?_
      rw [star_mul', (hQ r).apply i j, Complex.star_def, Complex.conj_ofReal]
    have hd : (Matrix.diagonal fun r => (W r : ℂ)).IsHermitian := by
      rw [Matrix.IsHermitian, Matrix.diagonal_conjTranspose]
      congr 1
      funext r
      simp
    exact hd.add (Matrix.isHermitian_mul_mul_conjTranspose B hD)
  have hs : ∀ A : Matrix G G ℂ, A.IsHermitian →
      HasDerivAt (fun t : ℝ => ∑ n, f n * expect A (ψ n + (t : ℂ) • δ n))
        (∑ n, f n * (2 * (star (δ n) ⬝ᵥ A *ᵥ ψ n).re)) 0 := fun A hA =>
    HasDerivAt.fun_sum fun n _ => (expect_hasDerivAt hA (ψ n) (δ n)).const_mul (f n)
  -- the density at one grid point is the response to a unit potential there
  have hn : ∀ r, HasDerivAt
      (fun t : ℝ => density B Q f (fun n => ψ n + (t : ℂ) • δ n) r)
      (∑ n, f n * (2 * (star (δ n) ⬝ᵥ potential (Pi.single r 1) B Q *ᵥ ψ n).re)) 0 := by
    intro r
    have he : (fun t : ℝ => density B Q f (fun n => ψ n + (t : ℂ) • δ n) r) = fun t : ℝ =>
        ∑ n, f n * expect (potential (Pi.single r 1) B Q) (ψ n + (t : ℂ) • δ n) := by
      funext t
      rw [potential_energy (Pi.single r 1) B Q f (fun n => ψ n + (t : ℂ) • δ n)]
      simp [Pi.single_apply]
    rw [he]
    exact hs _ (hP _)
  have hc := hF.comp_hasDerivAt_of_eq (0 : ℝ) (hasDerivAt_pi.2 hn) (by simp)
  -- two expressions for the variation of the potential energy agree
  have h1 := HasDerivAt.fun_sum (u := Finset.univ) fun r _ => (hn r).const_mul (V r)
  have h2 := hs _ (hP V)
  have he : (fun t : ℝ => ∑ n, f n * expect (potential V B Q) (ψ n + (t : ℂ) • δ n))
      = fun t : ℝ => ∑ r, V r * density B Q f (fun n => ψ n + (t : ℂ) • δ n) r :=
    funext fun t => potential_energy V B Q f (fun n => ψ n + (t : ℂ) • δ n)
  rw [he] at h2
  refine ((hs H0 hH0).fun_add hc).congr_deriv ?_
  rw [hV, h1.unique h2, ← Finset.sum_add_distrib]
  refine Finset.sum_congr rfl fun n _ => ?_
  simp only [hamiltonian, Matrix.add_mulVec, dotProduct_add, Complex.add_re]
  ring
```

## A self-consistent orbital on two points

Take $H_0=\begin{pmatrix}0&-51/25\\-51/25&-7/8\end{pmatrix}$, $\beta=(1,0)$, $Q=(3,0)$ and $\psi=(3/10,4/5)$ with $f=1$. Then $S=\mathrm{diag}(4,1)$, $\langle\psi,S\psi\rangle=0.36+0.64=1$ and $n_{\rm aug}=(9/25,16/25)$. Setting $V=n_{\rm aug}$, the derivative of $F(n)=\tfrac12\sum_r n(r)^2$, gives $D=27/25$ and
$$H\psi=\begin{pmatrix}36/25&-51/25\\-51/25&-47/200\end{pmatrix}\begin{pmatrix}3/10\\4/5\end{pmatrix}=\begin{pmatrix}-6/5\\-4/5\end{pmatrix}=-S\psi .$$
So $\varepsilon=-1$ and $E=-1.2696$; the smooth density would overshoot by $\rho D=0.09\times1.08=0.0972$. The theorem checks the eigenvalue equation, the normalization and the density.

```lean
/-- A two-point grid with one projector and `V = n`: the listed orbital is S-normalized, solves
the generalized eigenvalue equation with `ε = -1`, and reproduces the potential as its density. -/
theorem total_energy_witness :
    let H0 : Matrix (Fin 2) (Fin 2) ℂ := !![0, -51/25; -51/25, -7/8]
    let V : Fin 2 → ℝ := ![9/25, 16/25]
    let B : Matrix (Fin 2) (Fin 1) ℂ := !![1; 0]
    let Q : Fin 2 → Matrix (Fin 1) (Fin 1) ℂ := ![!![3], !![0]]
    let ψ : Fin 2 → ℂ := ![3/10, 4/5]
    hamiltonian H0 V B Q *ᵥ ψ = ((-1 : ℝ) : ℂ) • (overlap B Q *ᵥ ψ) ∧
      expect (overlap B Q) ψ = 1 ∧
      density B Q (fun _ : Fin 1 => 1) (fun _ => ψ) = V := by
  intro H0 V B Q ψ
  -- the projector only touches the first grid point, and the orbital is real
  have hN : ∀ C : Matrix (Fin 1) (Fin 1) ℂ, B * C * Bᴴ = !![C 0 0, 0; 0, 0] := by
    intro C
    ext i j
    simp only [Matrix.mul_apply, Matrix.conjTranspose_apply, Fin.sum_univ_one]
    fin_cases i <;> fin_cases j <;> simp [B]
  have him : ∀ i, (ψ i).im = 0 := by
    intro i
    fin_cases i <;> simp [ψ]
  have hs : star ψ = ψ := funext fun i => Complex.conj_eq_iff_im.2 (him i)
  refine ⟨?_, ?_, ?_⟩
  · simp only [hamiltonian, potential, overlap, hN]
    ext i
    fin_cases i <;>
      simp [H0, V, Q, ψ, screened, Matrix.mulVec, dotProduct, Fin.sum_univ_two] <;>
      norm_num
  · simp only [expect, overlap, hN, hs]
    simp [Q, ψ, Matrix.mulVec, dotProduct, Fin.sum_univ_two, Matrix.one_apply]
    norm_num
  · ext i
    fin_cases i <;>
      simp [V, B, Q, ψ, density, smoothDensity, occupancy, Matrix.mulVec, dotProduct,
        Fin.sum_univ_two] <;> norm_num

end

end UltrasoftTotalEnergy
```

```lean
#print axioms UltrasoftTotalEnergy.augmentation_real
#print axioms UltrasoftTotalEnergy.electron_number
#print axioms UltrasoftTotalEnergy.smooth_double_counting
#print axioms UltrasoftTotalEnergy.energy_hasDerivAt
```

```
'UltrasoftTotalEnergy.augmentation_real' depends on axioms: [propext, Classical.choice, Quot.sound]
'UltrasoftTotalEnergy.electron_number' depends on axioms: [propext, Classical.choice, Quot.sound]
'UltrasoftTotalEnergy.smooth_double_counting' depends on axioms: [propext, Classical.choice, Quot.sound]
'UltrasoftTotalEnergy.energy_hasDerivAt' depends on axioms: [propext, Classical.choice, Quot.sound]
```
